# Each local term of the transverse-field Ising ring is symmetric for the real part of the inner product

On a finite ring of spins, the local term at site `i` is J Z_i Z_(i+1) + h X_i, with real J and h. The lemma `bond_symm` says that, for any two states φ and ψ, not necessarily normalised, the real part of the inner product is the same whether this term acts on ψ or on φ. The proof treats the field part by reindexing the sum over configurations with the flip of spin `i`, which is its own inverse. It then compares the remaining parts configuration by configuration and adds the field part back.

As first written in Lean, the proof fails:

```lean
import Mathlib

open scoped ComplexConjugate

namespace TransverseFieldIsing

noncomputable section

variable {N : ℕ}

/-- A state of the ring: one complex amplitude for each configuration of up and down spins. -/
abbrev State (N : ℕ) := (ZMod N → Bool) → ℂ

/-- The configuration with spin `i` reversed. -/
def flipAt (i : ZMod N) (s : ZMod N → Bool) : ZMod N → Bool :=
  Function.update s i (!s i)

/-- The value of Pauli `Z` on a single spin: `1` for up and `-1` for down. -/
def sgn (b : Bool) : ℝ := if b then 1 else -1

/-- The Pauli operator `X` on site `i`, which flips that spin. -/
def pauliX (i : ZMod N) : Module.End ℂ (State N) where
  toFun ψ s := ψ (flipAt i s)
  map_add' _ _ := rfl
  map_smul' _ _ := rfl

/-- The Pauli operator `Z` on site `i`, diagonal in the configurations. -/
def pauliZ (i : ZMod N) : Module.End ℂ (State N) where
  toFun ψ s := (sgn (s i) : ℂ) * ψ s
  map_add' _ _ := by funext s; simp [mul_add]
  map_smul' _ _ := by funext s; simp [mul_left_comm]

/-- The local term `J Z_i Z_(i+1) + h X_i`. -/
def bond (J h : ℝ) (i : ZMod N) : Module.End ℂ (State N) :=
  (J : ℂ) • (pauliZ i * pauliZ (i + 1)) + (h : ℂ) • pauliX i

/-- The real part of the inner product of two states. -/
def overlap [NeZero N] (φ ψ : State N) : ℝ := ∑ s, (conj (φ s) * ψ s).re

private lemma flip_flip (i : ZMod N) (s : ZMod N → Bool) : flipAt i (flipAt i s) = s := by
  simp [flipAt]

private lemma bond_apply (J h : ℝ) (i : ZMod N) (ψ : State N) (s : ZMod N → Bool) :
    bond J h i ψ s = J * (sgn (s i) * (sgn (s (i + 1)) * ψ s)) + h * ψ (flipAt i s) := by
  simp [bond, pauliZ, pauliX]

variable [NeZero N]

private lemma bond_symm (J h : ℝ) (i : ZMod N) (φ ψ : State N) :
    overlap φ (bond J h i ψ) = overlap (bond J h i φ) ψ := by
  have hf : ∑ s, (conj (φ s) * ψ (flipAt i s)).re = ∑ s, (conj (φ (flipAt i s)) * ψ s).re :=
    Fintype.sum_equiv (Function.Involutive.toPerm (flipAt i) (flip_flip i)) _ _
      (fun s => by simp [flip_flip])
  have key : ∑ s, ((conj (φ s) * bond J h i ψ s).re - h * (conj (φ s) * ψ (flipAt i s)).re)
      = ∑ s, ((conj (bond J h i φ s) * ψ s).re - h * (conj (φ (flipAt i s)) * ψ s).re) := by
    refine Finset.sum_congr rfl fun s _ => ?_
    simp only [bond_apply, map_add, map_mul, Complex.conj_ofReal, Complex.mul_re,
      Complex.mul_im, Complex.add_re, Complex.add_im, Complex.conj_re, Complex.conj_im,
      Complex.ofReal_re, Complex.ofReal_im]
    ring
  rw [Finset.sum_sub_distrib, Finset.sum_sub_distrib, ← Finset.mul_sum, ← Finset.mul_sum,
    hf] at key
  unfold overlap
  linarith

end

end TransverseFieldIsing
```

Messages:

```
Main.lean:53:16: error: unsolved goals
N : ℕ
inst✝ : NeZero N
J h : ℝ
i : ZMod N
φ ψ : State N
s : ZMod N → Bool
⊢ (φ s).re * (ψ (flipAt i s)).re + (φ s).im * (ψ (flipAt i s)).im =
    (φ (flipAt i ((Function.Involutive.toPerm (flipAt i) ⋯) s))).re *
        (ψ ((Function.Involutive.toPerm (flipAt i) ⋯) s)).re +
      (φ (flipAt i ((Function.Involutive.toPerm (flipAt i) ⋯) s))).im *
        (ψ ((Function.Involutive.toPerm (flipAt i) ⋯) s)).im
Main.lean:53:25: warning: This simp argument is unused:
  flip_flip

Hint: Omit it from the simp argument list.
  [apply] simp

Note: This linter can be disabled with `set_option linter.unusedSimpArgs false`
```

The error is in the reindexing step `hf`. `Fintype.sum_equiv` asks that each summand on the left equal the one on the right at the image of `s` under the permutation. In the goal left by `simp`, that image still reads `(Function.Involutive.toPerm (flipAt i) ⋯) s`. It is `flipAt i s` by definition, but `simp` has not put it in that form. The lemma `flip_flip` needs to see `flipAt i (flipAt i s)`, so it finds nothing to rewrite, and the warning that it is unused has the same cause. Meanwhile `simp` has expanded the real parts into products of components, which does not help.

The repair replaces `simp` with two steps. `change` restates the right-hand side with `flipAt i s` in place of the permutation's value, which Lean accepts because the two are equal by definition. Now `rw [flip_flip]` can cancel the double flip in the argument of `φ`, after which the two sides are identical and `rw` closes the goal.

The change, after which it compiles:

```diff
@@ -51,5 +51,7 @@
   have hf : ∑ s, (conj (φ s) * ψ (flipAt i s)).re = ∑ s, (conj (φ (flipAt i s)) * ψ s).re :=
     Fintype.sum_equiv (Function.Involutive.toPerm (flipAt i) (flip_flip i)) _ _
-      (fun s => by simp [flip_flip])
+      (fun s => by
+        change _ = (conj (φ (flipAt i (flipAt i s))) * ψ (flipAt i s)).re
+        rw [flip_flip])
   have key : ∑ s, ((conj (φ s) * bond J h i ψ s).re - h * (conj (φ s) * ψ (flipAt i s)).re)
       = ∑ s, ((conj (bond J h i φ s) * ψ s).re - h * (conj (φ (flipAt i s)) * ψ s).re) := by
```
